# Wedge reduction of the outer k-point sum for a pair kernel invariant under joint symmetry operations

Suppose a program evaluates an exchange energy by keeping only symmetry-distinct k-points in both of its momentum sums, each point weighted by the number of its distinct symmetry images. The program then never evaluates the interaction between a point that it keeps and a point that it leaves out. Its total is in general wrong, even when the occupations and the interaction have the full symmetry of the crystal.

The problems below prove two safe reductions for a kernel that is unchanged when both of its k-points are transformed together. They bear on exact exchange in hybrid-functional calculations, through a model with a fixed finite mesh and one real occupation per k-point.

## Stars and wedges of a k-mesh

Let $X$ be a finite set of k-points and $G$ a group acting on it, with $gk$ the image of $k$ under $g$. That $G$ acts on $X$ means that the mesh is closed under the symmetry operations, with points that differ by a reciprocal lattice vector identified. The star of $k$, written $\operatorname{st}(k)$, is the set of all its images. In Lean it is `kStar G k`, a finite set whose size is `(kStar G k).card`. The group itself may be infinite, since only the mesh is summed over.

```lean
import Mathlib

open Finset

namespace ExchangeWedge

open Classical in
/-- The star of a k-point: all mesh points that the symmetry group `G` reaches from `k`. -/
noncomputable def kStar (G : Type*) {X : Type*} [Group G] [Fintype X] [MulAction G X]
    (k : X) : Finset X :=
  univ.filter (fun q => ∃ g : G, g • k = q)
```

An irreducible wedge is a set $R\subseteq X$ such that every mesh point lies in the star of exactly one member of $R$. The symbol `∃!` in `IsWedge` carries both halves of this: at least one member, so that no point is missed, and at most one, so that no point is counted twice. No geometric shape is required of $R$.

```lean
/-- An irreducible wedge: every mesh point lies in the star of exactly one point of `R`. -/
def IsWedge (G : Type*) {X : Type*} [Group G] [Fintype X] [MulAction G X]
    (R : Finset X) : Prop :=
  ∀ q : X, ∃! k, k ∈ R ∧ q ∈ kStar G k
```

## (a) Membership in a star

Show that a mesh point $q$ belongs to the star of $k$ exactly when some operation carries $k$ to $q$:

$$q\in\operatorname{st}(k)\iff \exists\, g\in G:\ gk=q .$$

**Solution.** The star was formed by going through the mesh and keeping the points $q$ for which such a $g$ exists, so membership is that condition.

Two consequences explain the definition of a wedge. The identity operation puts $k$ in its own star, and $gk=q$ gives $g^{-1}q=k$, so $q$ is in the star of $k$ exactly when $k$ is in the star of $q$. A wedge therefore contains exactly one point of each star, the usual "one representative per orbit".

The code also fixes the general setting: `M` is any type with an associative, commutative addition and a zero, so the summands may be numbers, vectors or matrices.

```lean
variable {G X M : Type*} [Group G] [Fintype X] [MulAction G X] [AddCommMonoid M]

/-- A point belongs to the star of `k` exactly when a symmetry operation carries `k` to it. -/
theorem mem_kStar {k q : X} : q ∈ kStar G k ↔ ∃ g : G, g • k = q := by
  simp [kStar]
```

## (b) Splitting a mesh sum into stars

Let $f$ be any function on the mesh, symmetric or not, and let $R$ be a wedge. Show that

$$\sum_{k\in X} f(k)=\sum_{r\in R}\ \sum_{k\in\operatorname{st}(r)} f(k).$$

**Solution.** Every mesh point lies in the star of some $r\in R$, so the stars of the wedge points cover $X$. If a point $q$ lay in both $\operatorname{st}(r)$ and $\operatorname{st}(s)$ with $r,s\in R$, uniqueness would give $r=s$. Stars of different wedge points are therefore disjoint. Each $k\in X$ occurs exactly once on the right, and the two sums have the same terms.

In the Lean proof, `hU` is the covering statement. The lemma `sum_biUnion` splits a sum over a union of disjoint sets, and the lines after it supply the disjointness from the uniqueness half of `hR`.

```lean
/-- The sum of any function over the mesh splits into sums over the stars of the points of
an irreducible wedge. -/
theorem sum_by_stars {R : Finset X} (hR : IsWedge G R) (f : X → M) :
    ∑ k, f k = ∑ r ∈ R, ∑ k ∈ kStar G r, f k := by
  classical
  -- the stars cover the mesh
  have hU : (univ : Finset X) = R.biUnion (kStar G) := by
    ext q
    simp only [mem_univ, mem_biUnion, true_iff]
    obtain ⟨r, hr, _⟩ := hR q
    exact ⟨r, hr.1, hr.2⟩
  rw [hU, sum_biUnion]
  -- and different stars do not overlap
  intro r hr s hs hne
  show Disjoint (kStar G r) (kStar G s)
  rw [Finset.disjoint_left]
  intro q hq hq'
  exact hne ((hR q).unique ⟨Finset.mem_coe.mp hr, hq⟩ ⟨Finset.mem_coe.mp hs, hq'⟩)
```

## (c) The inner sum along a star

Let $F(k,q)$ be a kernel with $F(gk,gq)=F(k,q)$ for all $g\in G$ and $k,q\in X$. Show that its full $q$ sum does not change when $k$ alone is transformed:

$$\sum_{q\in X}F(gk,q)=\sum_{q\in X}F(k,q).$$

**Solution.** The map $q\mapsto gq$ is a bijection of the mesh, with inverse $q\mapsto g^{-1}q$. Relabelling the summation variable and then using the invariance gives

$$\sum_{q}F(gk,q)=\sum_{q}F(gk,gq)=\sum_{q}F(k,q).$$

The mistake to guard against is to skip the relabelling and write $F(gk,q)=F(k,q)$ term by term. Rotating one point changes the momentum transfer, so the individual terms generally differ, and only their sum over the full mesh agrees. The same slip in a formal statement would put the term-by-term equation in place of `hF`. The theorem would still be provable, but it would no longer apply to a typical exchange kernel.

The two steps of the `calc` block are the two equalities above: `Equiv.sum_comp` relabels, and `hF` removes the common $g$.

```lean
/-- If the kernel is unchanged when both k-points are transformed together, its full `q` sum
is the same at `k` and at every symmetry image of `k`. -/
theorem q_sum_invariant {F : X → X → M}
    (hF : ∀ (g : G) (k q : X), F (g • k) (g • q) = F k q) (g : G) (k : X) :
    ∑ q, F (g • k) q = ∑ q, F k q :=
  calc ∑ q, F (g • k) q = ∑ q, F (g • k) (g • q) :=
        (Equiv.sum_comp (MulAction.toPerm g) (fun q => F (g • k) q)).symm
    _ = ∑ q, F k q := sum_congr rfl fun q _ => hF g k q
```

## (d) One sum over the wedge, one over the mesh

For the same kernel and any wedge $R$, show that

$$\sum_{k\in X}\sum_{q\in X}F(k,q)=\sum_{k\in R}|\operatorname{st}(k)|\sum_{q\in X}F(k,q).$$

**Solution.** Apply (b) to the function $f(k)=\sum_q F(k,q)$:

$$\sum_{k\in X}\sum_{q\in X}F(k,q)=\sum_{r\in R}\ \sum_{k\in\operatorname{st}(r)}\ \sum_{q\in X}F(k,q).$$

By (a), each $k\in\operatorname{st}(r)$ has the form $k=gr$. By (c), its inner sum equals $\sum_q F(r,q)$. The middle sum thus adds $|\operatorname{st}(r)|$ equal terms, and renaming $r$ to $k$ gives the claim.

For a mesh of $N$ points this takes $|R|\,N$ kernel evaluations in place of $N^2$.

In Lean the weight stands before `•`, which here means the sum of that many copies of the term, so no multiplication in `M` is needed. The hypothesis `hF` asks that the value of $F$ be unchanged. A vector or matrix that itself rotates under $g$ does not satisfy it, even though `M` allows vectors and matrices.

The proof follows the same order: `sum_by_stars`, then `sum_const` to write the weight as a sum of equal terms, then `q_sum_invariant` for each member of the star.

```lean
/-- For a kernel unchanged under joint transformation of both k-points, the double sum over
the mesh equals the sum over an irreducible wedge of the star size times the full `q` sum. -/
theorem double_sum_eq_wedge {F : X → X → M} {R : Finset X}
    (hF : ∀ (g : G) (k q : X), F (g • k) (g • q) = F k q) (hR : IsWedge G R) :
    ∑ k, ∑ q, F k q = ∑ k ∈ R, (kStar G k).card • ∑ q, F k q := by
  refine (sum_by_stars hR _).trans (sum_congr rfl fun r _ => ?_)
  -- within one star the inner sum is constant
  rw [← sum_const]
  refine sum_congr rfl fun k hk => ?_
  obtain ⟨g, rfl⟩ := mem_kStar.mp hk
  exact q_sum_invariant hF g r
```

## (e) Reducing the inner sum by the little group

The little group of $k$ is $G_k=\{h\in G: hk=k\}$. For each $k\in R$ let $S_k$ be a wedge of the mesh with respect to $G_k$, and let $\operatorname{st}_k(q)$ be the star of $q$ under $G_k$. Show that

$$\sum_{k\in X}\sum_{q\in X}F(k,q)=\sum_{k\in R}|\operatorname{st}(k)|\sum_{q\in S_k}|\operatorname{st}_k(q)|\,F(k,q).$$

**Solution.** Start from (d) and fix $k\in R$. Applying (b) with the group $G_k$ and its wedge $S_k$ gives

$$\sum_{p\in X}F(k,p)=\sum_{q\in S_k}\ \sum_{p\in\operatorname{st}_k(q)}F(k,p).$$

Each $p$ in $\operatorname{st}_k(q)$ is $hq$ with $h\in G_k$. Because $hk=k$,

$$F(k,hq)=F(hk,hq)=F(k,q).$$

The sum over $p$ therefore has $|\operatorname{st}_k(q)|$ equal terms. Inserting this for every $k\in R$ gives the result.

In Lean the little group is `MulAction.stabilizer G k`, and `S k` is the wedge chosen for $k$. Only its values at points of $R$ matter. The step $hk=k$ is the rewrite inside `h1`.

```lean
/-- For a kernel unchanged under joint transformation of both k-points, the `q` sum at each
wedge point `k` can itself be restricted to a wedge `S k` of the little group of `k`, with
weights given by the star sizes under that little group. -/
theorem double_sum_eq_little_group {F : X → X → M} {R : Finset X} {S : X → Finset X}
    (hF : ∀ (g : G) (k q : X), F (g • k) (g • q) = F k q) (hR : IsWedge G R)
    (hS : ∀ k ∈ R, IsWedge (MulAction.stabilizer G k) (S k)) :
    ∑ k, ∑ q, F k q = ∑ k ∈ R, (kStar G k).card •
      ∑ q ∈ S k, (kStar (MulAction.stabilizer G k) q).card • F k q := by
  rw [double_sum_eq_wedge hF hR]
  refine sum_congr rfl fun k hk => ?_
  congr 1
  refine (sum_by_stars (hS k hk) _).trans (sum_congr rfl fun q _ => ?_)
  rw [← sum_const]
  refine sum_congr rfl fun p hp => ?_
  obtain ⟨h, rfl⟩ := mem_kStar.mp hp
  -- an element of the little group moves q but leaves k in place
  have h1 := hF (h : G) k q
  rw [MulAction.mem_stabilizer_iff.mp h.2] at h1
  exact h1
```

## (f) Two k-points that defeat the double reduction

Take two k-points, called `true` and `false`, with both permutations of them as the symmetry group. Let the kernel couple each point only to itself: $D(k,q)=1$ if $k=q$, and $0$ otherwise.

```lean
/-- The kernel on two k-points that couples each point only to itself, with strength one. -/
def diagonalKernel (k q : Bool) : ℕ := if k = q then 1 else 0
```

Show that $D$ is invariant under joint transformation, that $R=\{\mathtt{true}\}$ is a wedge, and that

$$\sum_{k}\sum_{q}D(k,q)=2,\qquad \sum_{k\in R}\sum_{q\in R}|\operatorname{st}(k)|\,|\operatorname{st}(q)|\,D(k,q)=4 .$$

**Solution.** A permutation $g$ is injective, so $gk=gq$ exactly when $k=q$, and $D(gk,gq)=D(k,q)$. The exchange of the two points carries either one to the other, so both lie in the star of `true`, and that single point is a wedge.

The full double sum is $1+0+0+1=2$. The doubly reduced sum has the single term $2\cdot2\cdot D(\mathtt{true},\mathtt{true})=4$. Its weight treats all four pairs as equivalent to the diagonal one, although two of them have kernel value zero.

The safe reductions give the right value. By (d) the sum is $2\,(1+0)=2$. In (e), the little group of `true` contains only the identity, so both points stay in the inner sum with weight one, and the result is again $2$.

The Lean statement joins the four claims with `∧`. The auxiliary fact `hstar` says that the star of either point is the whole mesh, which settles the wedge claim and supplies the weights in the last sum.

```lean
/-- Two k-points exchanged by symmetry, with the diagonal kernel: the kernel is invariant and
one point is a wedge, yet the double sum is 2 while restricting both sums to the wedge, with
star sizes as weights, gives 4. -/
theorem double_reduction_fails_witness :
    (∀ (g : Equiv.Perm Bool) (k q : Bool),
      diagonalKernel (g • k) (g • q) = diagonalKernel k q) ∧
    IsWedge (Equiv.Perm Bool) {true} ∧
    ∑ k, ∑ q, diagonalKernel k q = 2 ∧
    ∑ k ∈ {true}, ∑ q ∈ {true}, (kStar (Equiv.Perm Bool) k).card *
      (kStar (Equiv.Perm Bool) q).card * diagonalKernel k q = 4 := by
  -- both points form a single star
  have hstar : ∀ b : Bool, kStar (Equiv.Perm Bool) b = univ := by
    intro b
    ext q
    simp only [mem_kStar, mem_univ, iff_true]
    exact ⟨Equiv.swap b q, Equiv.swap_apply_left b q⟩
  refine ⟨fun g k q => by simp [diagonalKernel], fun q => ?_, by decide, ?_⟩
  · refine ⟨true, ⟨mem_singleton_self _, ?_⟩, fun k hk => mem_singleton.mp hk.1⟩
    rw [hstar]
    exact mem_univ _
  · simp [hstar, diagonalKernel]
```

## (g) Exchange energy with symmetric occupations

Now let the mesh $K$ be a finite additive group, as an evenly spaced mesh containing $\Gamma$ is when momenta are added modulo reciprocal lattice vectors. Let $n_k$ be real occupations and $v$ a real interaction that depends on the momentum transfer. The exchange energy is

$$E_x=-\tfrac12\sum_{k\in K}\sum_{q\in K}n_k\,n_q\,v(k-q).$$

```lean
/-- The exchange energy of occupations `n` on a k-mesh that is a finite additive group, with an
interaction `v` that depends on the momentum transfer `k - q`. -/
noncomputable def exchangeEnergy {K : Type*} [Fintype K] [AddCommGroup K]
    (n v : K → ℝ) : ℝ :=
  -(1 / 2) * ∑ k, ∑ q, n k * n q * v (k - q)
```

Volume, spin and mesh-size factors are taken to be contained in $v$. Suppose the operations respect addition on the mesh and that $n_{gk}=n_k$ and $v(gk)=v(k)$. Show that, for any wedge $R$,

$$E_x=-\tfrac12\sum_{k\in R}|\operatorname{st}(k)|\;n_k\sum_{q\in K}n_q\,v(k-q).$$

**Solution.** Put $F(k,q)=n_k n_q v(k-q)$. Since $gk-gq=g(k-q)$,

$$F(gk,gq)=n_{gk}\,n_{gq}\,v\big(g(k-q)\big)=n_k\,n_q\,v(k-q)=F(k,q).$$

Part (d) applies. Taking $n_k$ out of the inner sum and multiplying by $-\tfrac12$ gives the formula.

The assumption that operations respect addition is `DistribMulAction`, used through `smul_sub`. The hypotheses `hn` and `hv` say that the occupations and the interaction are unchanged by every operation in $G$. If the occupations break some of these symmetries, a smaller group must be used. Fractional occupations, as in a smeared metal, are allowed.

The model has one occupation per k-point and no orbital overlaps. The value $v(0)$ is a finite number, so the Coulomb singularity must already have been treated. A shifted mesh is generally not closed under addition and falls outside (g), but (d) still applies to it if the symmetry operations map it to itself. The identity holds at each fixed mesh and says nothing about how fast the energy converges as the mesh is refined.

```lean
/-- If the symmetry operations act additively on the mesh and leave the occupations and the
interaction unchanged, the exchange energy needs only the wedge points `k`, weighted by star
size, each with its full `q` sum. -/
theorem exchangeEnergy_eq_wedge {K : Type*} [Fintype K] [AddCommGroup K]
    [DistribMulAction G K] {n v : K → ℝ} {R : Finset K}
    (hn : ∀ (g : G) (k : K), n (g • k) = n k)
    (hv : ∀ (g : G) (k : K), v (g • k) = v k) (hR : IsWedge G R) :
    exchangeEnergy n v =
      -(1 / 2) * ∑ k ∈ R, ((kStar G k).card : ℝ) * (n k * ∑ q, n q * v (k - q)) := by
  -- the exchange kernel is invariant under joint transformation
  have hF : ∀ (g : G) (k q : K),
      n (g • k) * n (g • q) * v (g • k - g • q) = n k * n q * v (k - q) := by
    intro g k q
    rw [← smul_sub, hn, hn, hv]
  have h : ∑ k, ∑ q, n k * n q * v (k - q) =
      ∑ k ∈ R, (kStar G k).card • ∑ q, n k * n q * v (k - q) :=
    double_sum_eq_wedge (F := fun k q => n k * n q * v (k - q)) hF hR
  unfold exchangeEnergy
  rw [h]
  simp only [nsmul_eq_mul, mul_sum, mul_assoc]

end ExchangeWedge
```

```lean
#print axioms ExchangeWedge.double_sum_eq_wedge
#print axioms ExchangeWedge.double_sum_eq_little_group
#print axioms ExchangeWedge.exchangeEnergy_eq_wedge
```

```
'ExchangeWedge.double_sum_eq_wedge' depends on axioms: [propext, Classical.choice, Quot.sound]
'ExchangeWedge.double_sum_eq_little_group' depends on axioms: [propext, Classical.choice, Quot.sound]
'ExchangeWedge.exchangeEnergy_eq_wedge' depends on axioms: [propext, Classical.choice, Quot.sound]
```
